# Convex differentiable density functionals on finitely many cells have equal removal and addition slopes

In a Thomas-Fermi calculation on a grid, one solves for the density with a single Lagrange multiplier $\mu$, then uses $-\mu$ both as the energy per electron for removing a little charge and as the energy per electron released on adding a little. That double use is correct at every electron number $N>0$ if the total-energy functional $F$, which includes the attraction to the nuclei, is convex on the nonnegative densities and differentiable at each of them. On finitely many cells, such a functional therefore cannot produce a fundamental gap through a jump in the slope of the energy.

## Densities, energies and slopes

In Lean 4 with Mathlib:

```lean
import Mathlib

open Filter Topology Matrix

namespace SmoothFunctionalNoGap

noncomputable section

variable {ι : Type*} [Fintype ι]
```

The finite type `ι` labels the cells. A function `ι → ℝ` is a vector $x$ whose component $x_i$ is the electron population of cell $i$.

```lean
/-- The nonnegative vectors: admissible electron populations of the cells `ι`. -/
def orthant (ι : Type*) : Set (ι → ℝ) := {x | ∀ i, 0 ≤ x i}
```

The `orthant` is the set of vectors with all $x_i\ge 0$.

```lean
/-- The densities on the cells `ι` that hold `N` electrons in total. -/
def densities (ι : Type*) [Fintype ι] (N : ℝ) : Set (ι → ℝ) :=
  {x | (∀ i, 0 ≤ x i) ∧ ∑ i, x i = N}
```

`densities ι N` adds the constraint $\sum_i x_i=N$. The number $N$ is real, so fractional charge is allowed.

```lean
/-- The ground-state energy `E(N)`, for `N ≥ 0`: the infimum of the density functional `F` over
densities with `N` electrons. -/
def groundEnergy (F : (ι → ℝ) → ℝ) (N : ℝ) : ℝ := sInf (F '' densities ι N)
```

This is $E(N)=\inf F(x)$ over those densities; `F '' densities ι N` is the set of values that $F$ takes on them.

```lean
/-- `x` is a ground density: it minimises `F` among the densities with `N` electrons. -/
def IsGroundDensity (F : (ι → ℝ) → ℝ) (N : ℝ) (x : ι → ℝ) : Prop :=
  x ∈ densities ι N ∧ ∀ y ∈ densities ι N, F x ≤ F y
```

A ground density is a density with total $N$ at which the minimum is attained.

```lean
/-- `I` is the energy per electron needed to remove an infinitesimal charge at `N`. -/
def IsRemovalEnergy (E : ℝ → ℝ) (N I : ℝ) : Prop :=
  Tendsto (fun t => (E (N - t) - E N) / t) (𝓝[>] 0) (𝓝 I)
```

The removal energy is $I=\lim_{t\to0^+}\,[E(N-t)-E(N)]/t$. The symbol `𝓝[>] 0` says that $t$ approaches zero from above.

```lean
/-- `A` is the energy per electron released when an infinitesimal charge is added at `N`. -/
def IsAdditionEnergy (E : ℝ → ℝ) (N A : ℝ) : Prop :=
  Tendsto (fun t => (E N - E (N + t)) / t) (𝓝[>] 0) (𝓝 A)
```

The addition energy is $A=\lim_{t\to0^+}\,[E(N)-E(N+t)]/t$. The gap meant here is $I-A$, a difference of slopes at $N$, not of energies for whole electrons.

## Ground densities exist and the energy is convex

```lean
/-- The ground-state energy is the value of the functional at any ground density. -/
theorem groundEnergy_eq {F : (ι → ℝ) → ℝ} {N : ℝ} {x : ι → ℝ}
    (h : IsGroundDensity F N x) : groundEnergy F N = F x := by
  apply IsLeast.csInf_eq
  refine ⟨⟨x, h.1, rfl⟩, ?_⟩
  rintro _ ⟨y, hy, rfl⟩
  exact h.2 y hy
```

If $x$ is a ground density, $F(x)$ is one of the values and lies below all others, so it equals the infimum: $E(N)=F(x)$.

```lean
/-- A continuous functional on at least one cell has a ground density for every `N ≥ 0`. -/
theorem exists_groundDensity [Nonempty ι] {F : (ι → ℝ) → ℝ}
    (hc : ContinuousOn F (orthant ι)) {N : ℝ} (hN : 0 ≤ N) :
    ∃ x, IsGroundDensity F N x := by
  have hclosed : IsClosed (densities ι N) := by
    have h1 : IsClosed {x : ι → ℝ | ∀ i, 0 ≤ x i} := by
      simp only [Set.ofPred_forall]
      exact isClosed_iInter fun i => isClosed_le continuous_const (continuous_apply i)
    exact h1.inter (isClosed_eq (by fun_prop) continuous_const)
  -- no cell can hold more than all the electrons, so the densities form a compact set
  have hsub : densities ι N ⊆ Set.Icc (0 : ι → ℝ) (fun _ => N) := by
    intro x hx
    refine ⟨fun i => hx.1 i, fun i => ?_⟩
    have h := Finset.single_le_sum (fun j _ => hx.1 j) (Finset.mem_univ i)
    rw [hx.2] at h
    exact h
  have hne : (densities ι N).Nonempty := by
    have hcard : (Fintype.card ι : ℝ) ≠ 0 := Nat.cast_ne_zero.2 Fintype.card_ne_zero
    refine ⟨fun _ => N / Fintype.card ι, fun _ => div_nonneg hN (Nat.cast_nonneg _), ?_⟩
    simp only [Finset.sum_const, Finset.card_univ, nsmul_eq_mul]
    field_simp
  obtain ⟨x, hx, hmin⟩ := (isCompact_Icc.of_isClosed_subset hclosed hsub).exists_isMinOn hne
    (hc.mono fun y hy => hy.1)
  exact ⟨x, hx, isMinOn_iff.1 hmin⟩
```

For $N\ge0$ and $n\ge1$ cells, the densities form a closed set inside the box $0\le x_i\le N$. It contains the uniform density $x_i=N/n$. A continuous $F$ attains its minimum on such a compact nonempty set. The three `have` steps supply closedness, the box and the uniform density.

```lean
/-- Variational principle: for a continuous functional, every trial density with `N` electrons
gives an upper bound to `E(N)`. -/
theorem groundEnergy_le [Nonempty ι] {F : (ι → ℝ) → ℝ} (hc : ContinuousOn F (orthant ι))
    {N : ℝ} {y : ι → ℝ} (hy : y ∈ densities ι N) : groundEnergy F N ≤ F y := by
  have hN : 0 ≤ N := by
    rw [← hy.2]
    exact Finset.sum_nonneg fun i _ => hy.1 i
  obtain ⟨x, hx⟩ := exists_groundDensity hc hN
  rw [groundEnergy_eq hx]
  exact hx.2 y hy
```

This is the variational principle: a trial density $y$ with total $N$ gives $E(N)=F(x)\le F(y)$, where $x$ is a ground density.

```lean
/-- For a continuous convex functional on at least one cell the ground-state energy is convex in the
electron number `N ≥ 0`. -/
theorem groundEnergy_convexOn [Nonempty ι] {F : (ι → ℝ) → ℝ}
    (hF : ConvexOn ℝ (orthant ι) F) (hc : ContinuousOn F (orthant ι)) :
    ConvexOn ℝ (Set.Ici 0) (groundEnergy F) := by
  refine ⟨convex_Ici 0, fun M hM N hN a b ha hb hab => ?_⟩
  obtain ⟨x, hx⟩ := exists_groundDensity hc hM
  obtain ⟨y, hy⟩ := exists_groundDensity hc hN
  -- the mixture of two ground densities is a trial density
  have hmem : a • x + b • y ∈ densities ι (a • M + b • N) := by
    refine ⟨fun i => add_nonneg (mul_nonneg ha (hx.1.1 i)) (mul_nonneg hb (hy.1.1 i)), ?_⟩
    simp only [Pi.add_apply, Pi.smul_apply, smul_eq_mul, Finset.sum_add_distrib,
      ← Finset.mul_sum, hx.1.2, hy.1.2]
  rw [groundEnergy_eq hx, groundEnergy_eq hy]
  exact (groundEnergy_le hc hmem).trans (hF.2 hx.1.1 hy.1.1 ha hb hab)
```

Take ground densities $x$ for $M$ and $y$ for $N$, and weights $a,b\ge0$ with $a+b=1$. The mixture $ax+by$ is nonnegative and has total $aM+bN$ (`hmem`), so
$$E(aM+bN)\le F(ax+by)\le aF(x)+bF(y)=aE(M)+bE(N).$$

## The slope is the chemical potential

```lean
/-- A convex function on `[0, ∞)` that near `N > 0` lies below a curve differentiable at the
point of contact, and touches it at `N`, has the slope of that curve at `N`. -/
theorem hasDerivAt_of_touching {g h : ℝ → ℝ} {N μ : ℝ} (hg : ConvexOn ℝ (Set.Ici 0) g)
    (hN : 0 < N) (hh : HasDerivAt h μ 0) (h0 : h 0 = g N)
    (hle : ∀ᶠ t in 𝓝 0, g (N + t) ≤ h t) : HasDerivAt g μ N := by
  have hneg : Tendsto (fun t : ℝ => -t) (𝓝 0) (𝓝 0) := by
    simpa using (continuous_neg (G := ℝ)).tendsto 0
  rw [hasDerivAt_iff_isLittleO_nhds_zero, Asymptotics.isLittleO_iff] at hh ⊢
  intro c hc
  filter_upwards [hh hc, hneg.eventually (hh hc), hle, hneg.eventually hle,
    Ioo_mem_nhds (neg_lt_zero.2 hN) hN] with t a1 a2 b1 b2 ht
  have b3 : g (N + -t) ≤ h (-t) := b2
  -- convexity bounds `g (N + t)` from below by reflection through `N`
  have m := hg.2 (Set.mem_Ici.2 (by linarith [ht.1] : 0 ≤ N + t))
    (Set.mem_Ici.2 (by linarith [ht.2] : 0 ≤ N + -t))
    (by norm_num : (0 : ℝ) ≤ 1 / 2) (by norm_num : (0 : ℝ) ≤ 1 / 2) (by norm_num)
  rw [show (1 / 2 : ℝ) • (N + t) + (1 / 2 : ℝ) • (N + -t) = N by
    simp only [smul_eq_mul]; ring] at m
  simp only [smul_eq_mul] at m
  simp only [zero_add, smul_eq_mul, Real.norm_eq_abs, abs_neg] at a1 a2 ⊢
  rw [abs_le] at a1 a2 ⊢
  constructor <;> linarith [a1.1, a1.2, a2.1, a2.2]
```

Let $g$ be convex on $[0,\infty)$ and let $N>0$, with $g(N+t)\le h(t)$ near $t=0$, $g(N)=h(0)$ and $h'(0)=\mu$. Then $g'(N)=\mu$. Given $\varepsilon>0$ (`c` in the code), small $t$ satisfy
$$g(N+t)-g(N)\le h(t)-h(0)\le \mu t+\varepsilon|t|.$$
Midpoint convexity, $2g(N)\le g(N+t)+g(N-t)$, gives the other side:
$$g(N+t)-g(N)\ge g(N)-g(N-t)\ge h(0)-h(-t)\ge \mu t-\varepsilon|t|.$$
`filter_upwards` collects the facts that hold for all small $t$, and `linarith` combines them.

```lean
/-- Chemical potential: for a convex functional differentiable on the densities, `E'(N)` is the
partial derivative of `F` at a ground density with respect to any occupied cell `i`. -/
theorem hasDerivAt_groundEnergy [DecidableEq ι] {F : (ι → ℝ) → ℝ}
    (hF : ConvexOn ℝ (orthant ι) F) (hd : ∀ x ∈ orthant ι, DifferentiableAt ℝ F x)
    {N : ℝ} {x : ι → ℝ} (hx : IsGroundDensity F N x) {i : ι} (hi : 0 < x i) :
    HasDerivAt (groundEnergy F) (fderiv ℝ F x (Pi.single i 1)) N := by
  have : Nonempty ι := ⟨i⟩
  have hc : ContinuousOn F (orthant ι) :=
    fun y hy => (hd y hy).continuousAt.continuousWithinAt
  have hN : 0 < N := by
    have h := Finset.single_le_sum (fun j _ => hx.1.1 j) (Finset.mem_univ i)
    rw [hx.1.2] at h
    exact hi.trans_le h
  have hline : HasDerivAt (fun t : ℝ => F (x + t • (Pi.single i 1 : ι → ℝ)))
      (fderiv ℝ F x (Pi.single i 1)) 0 :=
    (hd x hx.1.1).hasFDerivAt.hasLineDerivAt (Pi.single i 1)
  refine hasDerivAt_of_touching (groundEnergy_convexOn hF hc) hN hline ?_ ?_
  · simp only [zero_smul, add_zero]
    exact (groundEnergy_eq hx).symm
  -- put the extra charge `t`, of either sign, into the occupied cell
  · filter_upwards [Ioo_mem_nhds (neg_lt_zero.2 hi) hi] with t ht
    refine groundEnergy_le hc ⟨fun j => ?_, ?_⟩
    · by_cases hj : j = i
      · subst hj
        simp only [Pi.add_apply, Pi.smul_apply, smul_eq_mul, Pi.single_eq_same, mul_one]
        linarith [ht.1]
      · simp only [Pi.add_apply, Pi.smul_apply, smul_eq_mul, Pi.single_eq_of_ne hj,
          mul_zero, add_zero]
        exact hx.1.1 j
    · simp only [Pi.add_apply, Pi.smul_apply, smul_eq_mul, Finset.sum_add_distrib,
        ← Finset.mul_sum, hx.1.2, Finset.sum_pi_single', Finset.mem_univ, if_true, mul_one]
```

Let $x$ be a ground density with $x_i>0$, and let $e_i$, written `Pi.single i 1`, be the unit vector of cell $i$. For $|t|<x_i$ the vector $x+te_i$ is a density with total $N+t$, so
$$E(N+t)\le h(t)=F(x+te_i),\qquad E(N)=h(0).$$
The preceding lemma gives $E'(N)=\partial F/\partial x_i$ at $x$, which is the `fderiv` expression. Since $E'(N)$ does not depend on $i$, this partial derivative is the same for all occupied cells; the common value is the Lagrange multiplier $\mu$ for the constraint $\sum_i x_i=N$. The cell must be occupied because $t$ takes both signs.

The hypothesis `hd` requires ordinary differentiability in all directions, even at densities with empty cells, while convexity is needed only on the orthant.

```lean
/-- For a convex functional differentiable on the densities over at least one cell, `E` is convex on
`N ≥ 0` and differentiable at every `N > 0`, and there the removal and addition energies exist and
are equal: the slope of `E` does not jump. -/
theorem no_fundamental_gap [Nonempty ι] {F : (ι → ℝ) → ℝ}
    (hF : ConvexOn ℝ (orthant ι) F) (hd : ∀ x ∈ orthant ι, DifferentiableAt ℝ F x) :
    ConvexOn ℝ (Set.Ici 0) (groundEnergy F) ∧ ∀ N, 0 < N →
      DifferentiableAt ℝ (groundEnergy F) N ∧
      ∃ I, IsRemovalEnergy (groundEnergy F) N I ∧ IsAdditionEnergy (groundEnergy F) N I := by
  classical
  have hc : ContinuousOn F (orthant ι) :=
    fun y hy => (hd y hy).continuousAt.continuousWithinAt
  refine ⟨groundEnergy_convexOn hF hc, fun N hN => ?_⟩
  obtain ⟨x, hx⟩ := exists_groundDensity hc hN.le
  -- some cell is occupied
  have hocc : ∃ i, 0 < x i := by
    by_contra! h
    have hs := Finset.sum_nonpos (s := Finset.univ) (fun i _ => h i)
    linarith [hx.1.2]
  obtain ⟨i, hi⟩ := hocc
  have hE := hasDerivAt_groundEnergy hF hd hx hi
  refine ⟨hE.differentiableAt, -(fderiv ℝ F x (Pi.single i 1)), ?_, ?_⟩
  · have hneg : Tendsto (fun t : ℝ => -t) (𝓝[>] 0) (𝓝[≠] 0) := by
      refine tendsto_nhdsWithin_iff.2 ⟨?_, ?_⟩
      · have h : Tendsto (fun t : ℝ => -t) (𝓝 0) (𝓝 0) := by
          simpa using (continuous_neg (G := ℝ)).tendsto 0
        exact h.mono_left nhdsWithin_le_nhds
      · filter_upwards [self_mem_nhdsWithin] with t ht
        exact neg_ne_zero.2 (ne_of_gt ht)
    refine ((hE.tendsto_slope_zero.comp hneg).neg).congr fun t => ?_
    simp only [Function.comp, smul_eq_mul, inv_neg, sub_eq_add_neg]
    ring
  · refine (hE.tendsto_slope_zero_right.neg).congr fun t => ?_
    simp only [smul_eq_mul]
    ring
```

Convexity is already established. For $N>0$ some cell is occupied, since otherwise the total could not be positive. Hence $E'(N)=\mu$ exists. Substituting $s=-t$,
$$\frac{E(N-t)-E(N)}{t}=-\frac{E(N+s)-E(N)}{s}\to-\mu,$$
and the addition quotient also tends to $-\mu$. So $I=A=-\mu$.

## Discretised Thomas-Fermi theory

```lean
/-- The discretised Thomas-Fermi functional: kinetic energy `c ∑ xᵢ^(5/3)`, attraction `v` to the
nuclei, and electron repulsion with matrix `K`. -/
def thomasFermi (c : ℝ) (v : ι → ℝ) (K : Matrix ι ι ℝ) (x : ι → ℝ) : ℝ :=
  c * ∑ i, x i ^ (5 / 3 : ℝ) - v ⬝ᵥ x + 1 / 2 * (x ⬝ᵥ K *ᵥ x)
```

In ordinary notation,
$$F(x)=c\sum_i x_i^{5/3}-\sum_i v_ix_i+\tfrac12\sum_{i,j}x_iK_{ij}x_j.$$
The single constant $c$ sets the kinetic energy of a uniform electron gas in cells of equal volume, $v_i$ is the nuclear attraction, and $K$ is the repulsion within and between cells.

```lean
/-- Discretised Thomas-Fermi theory on at least one cell, with `c ≥ 0` and a repulsion energy that
is nonnegative for every real vector, even one with negative entries, has equal removal and addition
energies at every `N > 0`. -/
theorem thomasFermi_no_gap [Nonempty ι] {c : ℝ} (hc : 0 ≤ c) (v : ι → ℝ)
    {K : Matrix ι ι ℝ} (hK : ∀ z : ι → ℝ, 0 ≤ z ⬝ᵥ K *ᵥ z) {N : ℝ} (hN : 0 < N) :
    ∃ I, IsRemovalEnergy (groundEnergy (thomasFermi c v K)) N I ∧
      IsAdditionEnergy (groundEnergy (thomasFermi c v K)) N I := by
  refine ((no_fundamental_gap ⟨?_, ?_⟩ ?_).2 N hN).2
  · intro x hx y hy a b ha hb _ i
    exact add_nonneg (mul_nonneg ha (hx i)) (mul_nonneg hb (hy i))
  · intro x hx y hy a b ha hb hab
    have hs : ∑ i, (a • x + b • y) i ^ (5 / 3 : ℝ)
        ≤ a * ∑ i, x i ^ (5 / 3 : ℝ) + b * ∑ i, y i ^ (5 / 3 : ℝ) := by
      rw [Finset.mul_sum, Finset.mul_sum, ← Finset.sum_add_distrib]
      exact Finset.sum_le_sum fun i _ =>
        (convexOn_rpow (by norm_num : (1 : ℝ) ≤ 5 / 3)).2 (hx i) (hy i) ha hb hab
    have hl : v ⬝ᵥ (a • x + b • y) = a * (v ⬝ᵥ x) + b * (v ⬝ᵥ y) := by
      simp only [dotProduct_add, dotProduct_smul, smul_eq_mul]
    -- the mixture has the weighted average of the two values, less `a * b` times that of `x - y`
    have hq : (a • x + b • y) ⬝ᵥ K *ᵥ (a • x + b • y) = a * (x ⬝ᵥ K *ᵥ x)
        + b * (y ⬝ᵥ K *ᵥ y) - a * b * ((x - y) ⬝ᵥ K *ᵥ (x - y)) := by
      have hb' : b = 1 - a := by linarith
      subst hb'
      simp only [Matrix.mulVec_add, Matrix.mulVec_sub, Matrix.mulVec_smul, dotProduct_add,
        dotProduct_sub, add_dotProduct, sub_dotProduct, smul_dotProduct, dotProduct_smul,
        smul_eq_mul]
      ring
    simp only [thomasFermi, smul_eq_mul]
    rw [hl, hq]
    linarith [mul_le_mul_of_nonneg_left hs hc, mul_nonneg (mul_nonneg ha hb) (hK (x - y))]
  · intro x _
    have h1 : DifferentiableAt ℝ (fun y : ι → ℝ => ∑ i, y i ^ (5 / 3 : ℝ)) x :=
      DifferentiableAt.fun_sum fun i _ =>
        (show DifferentiableAt ℝ (fun y : ι → ℝ => y i) x by fun_prop).rpow_const
          (Or.inr (by norm_num))
    have h2 : DifferentiableAt ℝ (fun y : ι → ℝ => ∑ i, v i * y i) x := by fun_prop
    have h3 : DifferentiableAt ℝ (fun y : ι → ℝ => ∑ i, y i * ∑ j, K i j * y j) x := by
      fun_prop
    exact ((h1.const_mul c).sub h2).add (h3.const_mul (1 / 2))
```

The assumption `hK`, $z\cdot Kz\ge0$ for every $z$, expresses that the electrostatic self-energy of any charge distribution is nonnegative.

The proof checks the hypotheses of `no_fundamental_gap`. The power $u^{5/3}$ is convex for $u\ge0$, the attraction is linear, and for $a+b=1$ the form $q(z)=z\cdot Kz$ obeys
$$q(ax+by)=a\,q(x)+b\,q(y)-ab\,q(x-y)\le a\,q(x)+b\,q(y).$$
With $c\ge0$, $F$ is convex. It is differentiable even at empty cells because $5/3>1$.

For a numerical check of the formulas, not a realistic model, drop the kinetic energy ($c=0$) and take two cells with $v=(2,1)$ and $K$ the identity. At $N=2$, equal partial derivatives $x_1-2=x_2-1$ give $x=(1.5,\,0.5)$ and $\mu=-0.5$, so $I=A=0.5$. For $N\ge1$ one finds $E(N)=N^2/4-3N/2-1/4$, whose slope at $2$ is indeed $-0.5$. Whole-electron differences are another matter: $E(1)-E(2)=0.75$ and $E(2)-E(3)=0.25$.

## A kink opens a gap

```lean
/-- Smoothness matters: the functional `|x - 1|` on a single cell has removal energy `1` and
addition energy `-1` at `N = 1`. -/
theorem kinked_functional_gap :
    IsRemovalEnergy (groundEnergy fun x : Fin 1 → ℝ => |x 0 - 1|) 1 1 ∧
      IsAdditionEnergy (groundEnergy fun x : Fin 1 → ℝ => |x 0 - 1|) 1 (-1) := by
  have hE : ∀ N : ℝ, 0 ≤ N → groundEnergy (fun x : Fin 1 → ℝ => |x 0 - 1|) N = |N - 1| := by
    intro N hN
    refine groundEnergy_eq (x := fun _ => N) ⟨⟨fun _ => hN, by simp⟩, fun y hy => ?_⟩
    have h : y 0 = N := by simpa using hy.2
    simp only [h, le_refl]
  unfold IsRemovalEnergy IsAdditionEnergy
  constructor
  · refine tendsto_const_nhds.congr' ?_
    filter_upwards [Ioo_mem_nhdsGT (zero_lt_one' ℝ)] with t ht
    rw [hE (1 - t) (by linarith [ht.2]), hE 1 zero_le_one, show 1 - t - 1 = -t by ring,
      abs_neg, abs_of_pos ht.1, sub_self, abs_zero, sub_zero, div_self ht.1.ne']
  · refine tendsto_const_nhds.congr' ?_
    filter_upwards [Ioo_mem_nhdsGT (zero_lt_one' ℝ)] with t ht
    rw [hE (1 + t) (by linarith [ht.1]), hE 1 zero_le_one, show 1 + t - 1 = t by ring,
      abs_of_pos ht.1, sub_self, abs_zero, zero_sub, neg_div, div_self ht.1.ne']

end

end SmoothFunctionalNoGap
```

On one cell the only density with total $N$ is $x=N$, so $E(N)=|N-1|$ for $N\ge0$. At $N=1$ and $0<t<1$ the removal quotient is $t/t=1$ and the addition quotient is $-t/t=-1$, which leaves a gap of $2$. This functional is convex and fails to be differentiable only at $x=1$, so differentiability at all densities but one is not enough.

```lean
#print axioms SmoothFunctionalNoGap.no_fundamental_gap
-- 'SmoothFunctionalNoGap.no_fundamental_gap' depends on axioms: [propext, Classical.choice, Quot.sound]
#print axioms SmoothFunctionalNoGap.thomasFermi_no_gap
-- 'SmoothFunctionalNoGap.thomasFermi_no_gap' depends on axioms: [propext, Classical.choice, Quot.sound]
#print axioms SmoothFunctionalNoGap.kinked_functional_gap
-- 'SmoothFunctionalNoGap.kinked_functional_gap' depends on axioms: [propext, Classical.choice, Quot.sound]
```
